# A correction f(w)E, with w the reference weight, that is additive for N ≥ 2 identical independent fragments must vanish for 0 < w < 1 if f(w) → 0 as w → 1 from below

An energy correction is taken to be a product f(w)E, where w is the weight of the reference in the normalised state and E is a negative energy, additive over independent fragments. Suppose that N identical, non-interacting fragments are described by a product of N copies of the one-fragment state, and that the reference is the matching product of fragment references. The weight is then w^N and the energy NE, and additivity asks that the correction be N times that of one fragment. The theorem says that if this holds for one fixed N ≥ 2, for all w strictly between 0 and 1 and all negative E, and if f(w) tends to zero as w tends to one from below, then f is zero on the whole open interval. The proof sets E = −1 and cancels the factor N to get f(w^N) = f(w), so that f keeps its value when w is replaced by its N-th root, again and again. These roots approach one from below, where f tends to zero, so the constant value f(w) must be zero.

An attempt in Lean 4 with a fault in it:

```lean
import Mathlib

open Filter Topology Set

namespace WeightBasedCorrections

noncomputable section

/-- The correction `f(w) E` of `N` identical independent fragments is `N` times the correction
of one fragment. -/
def IsReplicaAdditive (N : ℕ) (f : ℝ → ℝ) : Prop :=
  ∀ w ∈ Ioo (0 : ℝ) 1, ∀ x < 0, f (w ^ N) * (N * x) = N * (f w * x)

/-- If, for one fixed `N ≥ 2`, the correction `f(w) E` is additive for `N` identical fragments,
and `f(w)` tends to zero as the reference weight tends to one, then `f` vanishes on `(0,1)`. -/
theorem replica_additive_eq_zero {N : ℕ} (hN : 2 ≤ N) {f : ℝ → ℝ}
    (h : IsReplicaAdditive N f) (hlim : Tendsto f (𝓝[<] 1) (𝓝 0)) :
    ∀ w ∈ Ioo (0 : ℝ) 1, f w = 0 := by
  intro w hw
  have hN2 : (2 : ℝ) ≤ N := by exact_mod_cast hN
  have hNpos : (0 : ℝ) < N := by linarith
  have hN0 : (N : ℝ) ≠ 0 := hNpos.ne'
  -- the energy drops out: `f` takes the same value at `v` and at `v ^ N`
  have hroot : ∀ v ∈ Ioo (0 : ℝ) 1, f (v ^ N) = f v := by
    intro v hv
    apply mul_left_cancel₀ hN0
    linear_combination -(h v hv (-1) (by norm_num))
  -- repeated `N`-th roots of the weight
  let s : ℕ → ℝ := fun k => Real.exp (((N : ℝ)⁻¹) ^ k * Real.log w)
  have hs : ∀ k, s k ∈ Ioo (0 : ℝ) 1 := by
    intro k
    refine ⟨Real.exp_pos _, Real.exp_lt_one ?_⟩
    exact mul_neg_of_pos_of_neg (pow_pos (inv_pos.mpr hNpos) k) (Real.log_neg hw.1 hw.2)
  have hstep : ∀ k, s (k + 1) ^ N = s k := by
    intro k
    change Real.exp _ ^ N = Real.exp _
    rw [← Real.exp_nat_mul]
    congr 1
    rw [pow_succ]
    calc (N : ℝ) * (((N : ℝ)⁻¹) ^ k * (N : ℝ)⁻¹ * Real.log w)
        = (N * (N : ℝ)⁻¹) * (((N : ℝ)⁻¹) ^ k * Real.log w) := by ring
      _ = ((N : ℝ)⁻¹) ^ k * Real.log w := by rw [mul_inv_cancel₀ hN0, one_mul]
  have hconst : ∀ k, f (s k) = f w := by
    intro k
    induction k with
    | zero =>
      have h0 : s 0 = w := by
        change Real.exp _ = w
        rw [pow_zero, one_mul, Real.exp_log hw.1]
      rw [h0]
    | succ k ih => rw [← hroot _ (hs (k + 1)), hstep, ih]
  -- the roots approach one from below, where `f` tends to zero
  have hpow : Tendsto (fun k : ℕ => ((N : ℝ)⁻¹) ^ k) atTop (𝓝 0) :=
    tendsto_pow_atTop_nhds_zero_of_lt_one (inv_pos.mpr hNpos).le
      (inv_lt_one_of_one_lt₀ (by linarith))
  have hs1 : Tendsto s atTop (𝓝 1) := by
    have h1 := (Real.continuous_exp.tendsto _).comp (hpow.mul_const (Real.log w))
    rw [zero_mul, Real.exp_zero] at h1
    exact h1
  have hs2 : Tendsto s atTop (𝓝[<] 1) :=
    tendsto_nhdsWithin_iff.mpr ⟨hs1, Eventually.of_forall fun k => (hs k).2⟩
  have h2 : Tendsto (fun _ : ℕ => f w) atTop (𝓝 0) :=
    (hlim.comp hs2).congr hconst
  exact tendsto_nhds_unique tendsto_const_nhds h2

end

end WeightBasedCorrections
```

Lean reports:

```
Main.lean:32:28: error(lean.unknownIdentifier): Unknown constant `Real.exp_lt_one`
Main.lean:33:4: error: No goals to be solved
```

Cause. Both errors come from the step `hs`, which shows that each repeated root `s k`, written as an exponential, lies strictly between 0 and 1. For the upper bound the proof calls `Real.exp_lt_one`, and the first message says that no constant of that name is known to Lean here.

The second message, "No goals to be solved", is a consequence of the first. The `?_` in the `refine` line was meant to leave one goal, that the exponent is negative. Since the name before it could not be resolved, Lean reported the error and went on without creating that goal, and the `exact` on the next line had nothing to prove.

The repair uses `Real.exp_lt_one_iff`, which states that the exponential of a number is less than one if and only if the number is negative. Its `.mpr` direction turns a proof that the exponent is negative into the bound needed. The `?_` now leaves the intended goal, and the unchanged `exact` line proves it, since the exponent is the positive number `((N : ℝ)⁻¹) ^ k` times the negative `Real.log w`.

This version goes through:

```diff
@@ -30,5 +30,5 @@
   have hs : ∀ k, s k ∈ Ioo (0 : ℝ) 1 := by
     intro k
-    refine ⟨Real.exp_pos _, Real.exp_lt_one ?_⟩
+    refine ⟨Real.exp_pos _, Real.exp_lt_one_iff.mpr ?_⟩
     exact mul_neg_of_pos_of_neg (pow_pos (inv_pos.mpr hNpos) k) (Real.log_neg hw.1 hw.2)
   have hstep : ∀ k, s (k + 1) ^ N = s k := by
```
